# Energy derivative of the cumulative reaction probability for two harmonic channels over a parabolic barrier

The cumulative reaction probability N(E) is here the sum of the transmission probabilities of two uncoupled channels through a parabolic barrier of frequency `wb`, with ℏ = 1 and energies measured from the top of the bare barrier. The thresholds `w / 2` and `3 * w / 2` are the two lowest levels of a harmonic transverse mode of frequency `w`. The theorem `hasDerivAt_cumulativeProb` gives dN/dE in closed form, through hyperbolic cosines of 2π(E − w)/`wb` and π`w`/`wb`. The proof adds the derivatives of the two transmission probabilities, each π/(2`wb`) times a squared hyperbolic secant, and combines them by a hyperbolic identity called `key`, in whose proof the errors arise.

The first attempt, which Lean rejects:

```lean
import Mathlib

open Real Filter Topology

namespace QuantumRateSteps

/-- Transmission probability at energy `E` through a parabolic barrier of frequency `wb` (positive)
whose top lies at energy `ε`, in units with `ℏ = 1`. -/
noncomputable def transmission (wb ε E : ℝ) : ℝ :=
  1 / (1 + Real.exp (-2 * π * (E - ε) / wb))

/-- Cumulative reaction probability `N(E)` of the two lowest channels of a harmonic transverse mode
of frequency `w`, for positive barrier frequency `wb`. -/
noncomputable def cumulativeProb (w wb E : ℝ) : ℝ :=
  ∑ n ∈ Finset.range 2, transmission wb (((n : ℝ) + 1 / 2) * w) E

/-- The energy derivative of a single transmission probability is a constant times a squared
hyperbolic secant centred at the threshold. -/
theorem hasDerivAt_transmission (wb ε E : ℝ) :
    HasDerivAt (transmission wb ε)
      (π / (2 * wb) / Real.cosh (π * (E - ε) / wb) ^ 2) E := by
  -- the logistic derivative written with a hyperbolic cosine
  have key : ∀ k x : ℝ,
      (0 * (1 + Real.exp (-2 * x)) - 1 * (Real.exp (-2 * x) * (-2 * k)))
        / (1 + Real.exp (-2 * x)) ^ 2 = k / 2 / Real.cosh x ^ 2 := by
    intro k x
    have hc := Real.cosh_pos x
    have h1 : Real.exp (-2 * x) = Real.exp (-x) ^ 2 := by
      rw [sq, ← Real.exp_add]
      congr 1
      ring
    have h2 : 1 + Real.exp (-x) ^ 2 = 2 * Real.exp (-x) * Real.cosh x := by
      have h3 : Real.exp x * Real.exp (-x) = 1 := by
        rw [← Real.exp_add, add_neg_cancel, Real.exp_zero]
      rw [Real.cosh_eq]
      linear_combination -h3
    rw [h1, h2, div_div, div_eq_div_iff (by positivity) (by positivity)]
    ring
  have hf : transmission wb ε =
      fun y => 1 / (1 + Real.exp (-2 * (π * (y - ε) / wb))) := by
    funext y
    unfold transmission
    rw [show -2 * π * (y - ε) / wb = -2 * (π * (y - ε) / wb) by ring]
  have hlin : HasDerivAt (fun y => -2 * (π * (y - ε) / wb)) (-2 * (π / wb)) E :=
    (((((hasDerivAt_id' E).sub_const ε).const_mul π).div_const wb).const_mul
      (-2)).congr_deriv (by ring)
  have hpos : 0 < 1 + Real.exp (-2 * (π * (E - ε) / wb)) := by positivity
  have h := (hasDerivAt_const E (1 : ℝ)).fun_div (hlin.exp.const_add 1) hpos.ne'
  rw [hf]
  exact h.congr_deriv ((key (π / wb) (π * (E - ε) / wb)).trans (by ring))

/-- Closed form of `dN/dE` in terms of the distance from the midpoint `E = w` and the
ratio of the two frequencies. -/
theorem hasDerivAt_cumulativeProb (w wb E : ℝ) :
    HasDerivAt (cumulativeProb w wb)
      (2 * π / wb * ((1 + Real.cosh (2 * π * (E - w) / wb) * Real.cosh (π * w / wb))
        / (Real.cosh (2 * π * (E - w) / wb) + Real.cosh (π * w / wb)) ^ 2)) E := by
  have key : ∀ k u d : ℝ,
      k / 2 / Real.cosh (u + d) ^ 2 + k / 2 / Real.cosh (u - d) ^ 2 =
        2 * k * ((1 + Real.cosh (2 * u) * Real.cosh (2 * d))
          / (Real.cosh (2 * u) + Real.cosh (2 * d)) ^ 2) := by
    intro k u d
    have hu : Real.sinh u ^ 2 = Real.cosh u ^ 2 - 1 := by linarith [Real.cosh_sq u]
    have hd : Real.sinh d ^ 2 = Real.cosh d ^ 2 - 1 := by linarith [Real.cosh_sq d]
    have h1 : Real.cosh (2 * u) + Real.cosh (2 * d)
        = 2 * Real.cosh (u + d) * Real.cosh (u - d) := by
      rw [Real.cosh_two_mul, Real.cosh_two_mul, Real.cosh_add, Real.cosh_sub]
      linear_combination (1 + 2 * Real.sinh d ^ 2) * hu + (2 * Real.cosh u ^ 2 - 1) * hd
    have h2 : 1 + Real.cosh (2 * u) * Real.cosh (2 * d)
        = Real.cosh (u + d) ^ 2 + Real.cosh (u - d) ^ 2 := by
      rw [Real.cosh_two_mul, Real.cosh_two_mul, Real.cosh_add, Real.cosh_sub]
      linear_combination (Real.cosh d ^ 2 - Real.sinh d ^ 2) * hu + hd
    have ha := Real.cosh_pos (u + d)
    have hb := Real.cosh_pos (u - d)
    rw [h1, h2, div_add_div _ _ (by positivity) (by positivity), ← mul_div_assoc,
      div_eq_div_iff (by positivity) (by positivity)]
    ring
  have hf : cumulativeProb w wb =
      fun y => transmission wb (w / 2) y + transmission wb (3 * w / 2) y := by
    funext y
    simp only [cumulativeProb, Finset.sum_range_succ, Finset.sum_range_zero, zero_add,
      Nat.cast_zero, Nat.cast_one]
    rw [show (1 / 2 : ℝ) * w = w / 2 by ring, show (1 + 1 / 2 : ℝ) * w = 3 * w / 2 by ring]
  rw [hf]
  refine ((hasDerivAt_transmission wb (w / 2) E).fun_add
    (hasDerivAt_transmission wb (3 * w / 2) E)).congr_deriv ?_
  have h := key (π / wb) (π * (E - w) / wb) (π * w / (2 * wb))
  rw [show π * (E - w) / wb + π * w / (2 * wb) = π * (E - w / 2) / wb by ring,
    show π * (E - w) / wb - π * w / (2 * wb) = π * (E - 3 * w / 2) / wb by ring,
    show 2 * (π * (E - w) / wb) = 2 * π * (E - w) / wb by ring,
    show 2 * (π * w / (2 * wb)) = π * w / wb by ring] at h
  linear_combination h

end QuantumRateSteps
```

The error:

```
Main.lean:76:6: error: Tactic `rewrite` failed: Did not find an occurrence of the pattern
  ?m.648 / ?m.649 = ?m.650 / ?m.651
in the target expression
  (k / 2 * cosh (u - d) ^ 2 + cosh (u + d) ^ 2 * k / 2) / (cosh (u + d) ^ 2 * cosh (u - d) ^ 2) =
    2 * k * ((cosh (u + d) ^ 2 + cosh (u - d) ^ 2) / (2 * cosh (u + d) * cosh (u - d)) ^ 2)

w wb E k u d : ℝ
hu : sinh u ^ 2 = cosh u ^ 2 - 1
hd : sinh d ^ 2 = cosh d ^ 2 - 1
h1 : cosh (2 * u) + cosh (2 * d) = 2 * cosh (u + d) * cosh (u - d)
h2 : 1 + cosh (2 * u) * cosh (2 * d) = cosh (u + d) ^ 2 + cosh (u - d) ^ 2
ha : 0 < cosh (u + d)
hb : 0 < cosh (u - d)
⊢ (k / 2 * cosh (u - d) ^ 2 + cosh (u + d) ^ 2 * k / 2) / (cosh (u + d) ^ 2 * cosh (u - d) ^ 2) =
    2 * k * ((cosh (u + d) ^ 2 + cosh (u - d) ^ 2) / (2 * cosh (u + d) * cosh (u - d)) ^ 2)
Main.lean:76:25: error: failed to synthesize
  Zero ?m.646

Hint: Additional diagnostic information may be available using the `set_option diagnostics true` command.
Main.lean:76:41: error: failed to synthesize
  Zero ?m.646

Hint: Additional diagnostic information may be available using the `set_option diagnostics true` command.
```

Diagnosis. The first message says that `div_eq_div_iff` found no equation between two quotients. The step before it, `← mul_div_assoc`, was meant to turn the right-hand side, `2 * k` times a quotient, into a single quotient. Without arguments it looks for any product of the form `a * (b / c)`, and it matched `cosh (u + d) ^ 2 * (k / 2)` on the left, a term that `div_add_div` had just produced. The printed goal shows the result, `cosh (u + d) ^ 2 * k / 2`, with the right-hand side still a product.

The two `failed to synthesize Zero ?m.646` messages point at the `by positivity` arguments of the same `div_eq_div_iff`. As the pattern matched nothing, the type in which those terms live was never determined, and Lean could not find a zero for it.

The diff supplies the first factor, `mul_div_assoc (2 * k)`, so the rewrite can only match the product on the right. Both sides are then quotients and `div_eq_div_iff` applies, which also fixes the type for the `positivity` calls.

The change, after which it compiles:

```diff
@@ -73,5 +73,5 @@
     have ha := Real.cosh_pos (u + d)
     have hb := Real.cosh_pos (u - d)
-    rw [h1, h2, div_add_div _ _ (by positivity) (by positivity), ← mul_div_assoc,
+    rw [h1, h2, div_add_div _ _ (by positivity) (by positivity), ← mul_div_assoc (2 * k),
       div_eq_div_iff (by positivity) (by positivity)]
     ring
```
